# Compressing an n-orbital self-energy to n poles in the same energy interval, with two moments kept

One orbital coupled with strengths 1 and 2 to poles at \(-3\) and \(-1\) can be given a single pole at \(-7/5\) with coupling \(\sqrt5\), and the total squared coupling and the first moment stay the same. The new pole is the average of the old ones, weighted by squared coupling, and for \(n\) orbitals whose zeroth moment is positive definite the same averaging keeps \(n\) new poles inside any interval that holds the old ones.

```lean
import Mathlib

open Matrix
open scoped ComplexOrder

namespace SelfEnergyCompression

noncomputable section

variable {n m : Type*} [Fintype m] [DecidableEq m]

/-- The self-energy with couplings `V` and real poles `e` at complex frequency `z`,
for `z` different from every pole. -/
def selfEnergy (V : Matrix n m ℂ) (e : m → ℝ) (z : ℂ) : Matrix n n ℂ :=
  V * diagonal (fun l => (z - (e l : ℂ))⁻¹) * Vᴴ

/-- The `k`-th spectral moment of the self-energy with couplings `V` and poles `e`. -/
def moment (V : Matrix n m ℂ) (e : m → ℝ) (k : ℕ) : Matrix n n ℂ :=
  V * diagonal (fun l => (e l : ℂ) ^ k) * Vᴴ

/-- A matrix built from couplings and a function of the poles is, entry by entry,
a sum over poles. -/
theorem sum_over_poles (V : Matrix n m ℂ) (f : m → ℂ) (i j : n) :
    (V * diagonal f * Vᴴ) i j = ∑ l, V i l * f l * star (V j l) := by
  rw [Matrix.mul_apply]
  simp only [Matrix.mul_diagonal, Matrix.conjTranspose_apply]

/-- The zeroth moment is the product of the couplings with their adjoint. -/
theorem moment_zero (V : Matrix n m ℂ) (e : m → ℝ) : moment V e 0 = V * Vᴴ := by
  simp [moment]

/-- Under a linear change of the orbitals every moment transforms by congruence. -/
theorem moment_mul_left [Fintype n] (X : Matrix n n ℂ) (V : Matrix n m ℂ) (e : m → ℝ)
    (k : ℕ) :
    moment (X * V) e k = X * moment V e k * Xᴴ := by
  simp only [moment, Matrix.conjTranspose_mul, Matrix.mul_assoc]

/-- The self-energy times `z ^ 2` is `z` times the zeroth moment, plus the first moment,
plus an explicit remainder, at every frequency that is not a pole. -/
theorem high_frequency_expansion (V : Matrix n m ℂ) (e : m → ℝ) (z : ℂ)
    (hz : ∀ l, z ≠ (e l : ℂ)) :
    z ^ 2 • selfEnergy V e z = z • moment V e 0 + moment V e 1
      + V * diagonal (fun l => (e l : ℂ) ^ 2 / (z - (e l : ℂ))) * Vᴴ := by
  ext i j
  simp only [selfEnergy, moment, Matrix.add_apply, Matrix.smul_apply, smul_eq_mul,
    sum_over_poles, Finset.mul_sum, ← Finset.sum_add_distrib]
  refine Finset.sum_congr rfl fun l _ => ?_
  have h := mul_inv_cancel₀ (sub_ne_zero.mpr (hz l))
  rw [div_eq_mul_inv]
  linear_combination (V i l * star (V j l) * (z + (e l : ℂ))) * h

variable [Fintype n] [DecidableEq n]

/-- A Hermitian matrix is the first moment of unitary couplings with its eigenvalues
as poles. -/
theorem hermitian_as_moment {A : Matrix n n ℂ} (hA : A.IsHermitian) :
    ∃ U : Matrix n n ℂ, U * Uᴴ = 1 ∧ moment U hA.eigenvalues 1 = A := by
  refine ⟨hA.eigenvectorUnitary, Matrix.mem_unitaryGroup_iff.mp hA.eigenvectorUnitary.2, ?_⟩
  have h := hA.spectral_theorem
  rw [Unitary.conjStarAlgAut_apply] at h
  simp only [moment, pow_one]
  exact h.symm

/-- Square couplings with positive definite zeroth moment are invertible. -/
theorem couplings_invertible {W : Matrix n n ℂ} (h : (W * Wᴴ).PosDef) :
    ∃ X : Matrix n n ℂ, X * W = 1 ∧ W * X = 1 := by
  have hX : W * (Wᴴ * (W * Wᴴ)⁻¹) = 1 := by
    rw [← Matrix.mul_assoc]
    exact Matrix.mul_nonsing_inv _ h.det_pos.ne'.isUnit
  exact ⟨_, mul_eq_one_comm.mp hX, hX⟩

/-- If the original zeroth moment is positive definite, any `n`-pole self-energy sharing the
original zeroth and first moments has its poles in every convex set that contains the original
poles. -/
theorem poles_mem_of_moments_eq {V : Matrix n m ℂ} {e : m → ℝ} {W : Matrix n n ℂ}
    {d : n → ℝ} (hV : (moment V e 0).PosDef) (h0 : moment W d 0 = moment V e 0)
    (h1 : moment W d 1 = moment V e 1) {C : Set ℝ} (hC : Convex ℝ C)
    (he : ∀ l, e l ∈ C) (j : n) : d j ∈ C := by
  obtain ⟨X, hXW, -⟩ := couplings_invertible (W := W) (by
    rw [← moment_zero W d, h0]; exact hV)
  -- in the basis where W is the identity, the moments become weighted averages
  have key : ∀ k, moment W d k = moment V e k →
      ∑ l, Complex.normSq ((X * V) j l) * e l ^ k = d j ^ k := by
    intro k hk
    have h : moment (X * V) e k j j = moment (X * W) d k j j := by
      rw [moment_mul_left, moment_mul_left, hk]
    have h2 : moment (1 : Matrix n n ℂ) d k j j = (d j : ℂ) ^ k := by simp [moment]
    rw [hXW, h2, moment, sum_over_poles] at h
    apply Complex.ofReal_injective
    push_cast
    rw [← h]
    refine Finset.sum_congr rfl fun l _ => ?_
    rw [← Complex.mul_conj]
    simp only [Complex.star_def]
    ring
  have hw : ∑ l, Complex.normSq ((X * V) j l) = 1 := by
    simpa only [pow_zero, mul_one] using key 0 h0
  have hd : ∑ l, Complex.normSq ((X * V) j l) * e l = d j := by
    simpa only [pow_one] using key 1 h1
  have hmem := hC.sum_mem (t := Finset.univ)
    (w := fun l => Complex.normSq ((X * V) j l)) (z := e)
    (fun l _ => Complex.normSq_nonneg _) hw (fun l _ => he l)
  rw [← hd]
  simpa only [smul_eq_mul] using hmem

/-- A self-energy with positive definite zeroth moment and poles in `[a, b]` has a
compression to `n` poles in `[a, b]` with the same zeroth and first moments. -/
theorem exists_compression (V : Matrix n m ℂ) (e : m → ℝ) (a b : ℝ)
    (hV : (moment V e 0).PosDef) (he : ∀ l, e l ∈ Set.Icc a b) :
    ∃ (W : Matrix n n ℂ) (d : n → ℝ), (∀ j, d j ∈ Set.Icc a b) ∧
      moment W d 0 = moment V e 0 ∧ moment W d 1 = moment V e 1 := by
  -- factor the zeroth moment as L Lᴴ
  obtain ⟨L, hL⟩ : ∃ L : Matrix n n ℂ, L * Lᴴ = moment V e 0 := by
    obtain ⟨T, -, hT⟩ := hermitian_as_moment hV.isHermitian
    let D : Matrix n n ℂ :=
      diagonal (fun i => ((Real.sqrt (hV.isHermitian.eigenvalues i) : ℝ) : ℂ))
    have hD : D * Dᴴ = diagonal (fun i => (hV.isHermitian.eigenvalues i : ℂ) ^ 1) := by
      simp only [D, Matrix.diagonal_conjTranspose, Matrix.diagonal_mul_diagonal]
      congr 1
      funext i
      rw [Pi.star_apply, Complex.star_def, Complex.conj_ofReal, ← Complex.ofReal_mul,
        Real.mul_self_sqrt (hV.eigenvalues_pos i).le, pow_one]
    refine ⟨T * D, ?_⟩
    calc T * D * (T * D)ᴴ = T * (D * Dᴴ) * Tᴴ := by
          simp only [Matrix.conjTranspose_mul, Matrix.mul_assoc]
      _ = moment V e 0 := by rw [hD]; exact hT
  obtain ⟨X, -, hLX⟩ := couplings_invertible (W := L) (by rw [hL]; exact hV)
  -- diagonalise the first moment in the orthonormalised basis
  have hE : (diagonal (fun l => (e l : ℂ) ^ 1)).IsHermitian := by
    rw [Matrix.IsHermitian, Matrix.diagonal_conjTranspose]
    congr 1
    funext l
    simp
  have hM : (X * moment V e 1 * Xᴴ).IsHermitian :=
    Matrix.isHermitian_mul_mul_conjTranspose X
      (Matrix.isHermitian_mul_mul_conjTranspose V hE)
  obtain ⟨U, hU, hUM⟩ := hermitian_as_moment hM
  have h0 : moment (L * U) hM.eigenvalues 0 = moment V e 0 := by
    rw [moment_mul_left, moment_zero U, hU, Matrix.mul_one, hL]
  have h1 : moment (L * U) hM.eigenvalues 1 = moment V e 1 := by
    rw [moment_mul_left, hUM]
    calc L * (X * moment V e 1 * Xᴴ) * Lᴴ = (L * X) * moment V e 1 * (L * X)ᴴ := by
          simp only [Matrix.conjTranspose_mul, Matrix.mul_assoc]
      _ = moment V e 1 := by
          rw [hLX, Matrix.conjTranspose_one, Matrix.one_mul, Matrix.mul_one]
  exact ⟨L * U, hM.eigenvalues,
    poles_mem_of_moments_eq hV h0 h1 (convex_Icc a b) he, h0, h1⟩

/-- If the original zeroth moment is positive definite and all original poles lie below `μ`, then so
do all poles of any `n`-pole self-energy with the same zeroth and first moments. -/
theorem hole_poles_stay_hole_poles {V : Matrix n m ℂ} {e : m → ℝ} {W : Matrix n n ℂ}
    {d : n → ℝ} {μ : ℝ} (hV : (moment V e 0).PosDef) (h0 : moment W d 0 = moment V e 0)
    (h1 : moment W d 1 = moment V e 1) (he : ∀ l, e l < μ) (j : n) : d j < μ :=
  poles_mem_of_moments_eq hV h0 h1 (convex_Iio μ) he j

/-- For one orbital with unit couplings to poles at `-1` and `1`, the zeroth moment is positive
definite, and no one-pole self-energy with the same first moment has the same second moment. -/
theorem second_moment_not_conserved :
    (moment !![(1 : ℂ), 1] ![-1, 1] 0).PosDef ∧
    ∀ (W : Matrix (Fin 1) (Fin 1) ℂ) (d : Fin 1 → ℝ),
      moment W d 1 = moment !![(1 : ℂ), 1] ![-1, 1] 1 →
      moment W d 2 ≠ moment !![(1 : ℂ), 1] ![-1, 1] 2 := by
  constructor
  · have h : moment !![(1 : ℂ), 1] ![-1, 1] 0 = diagonal (fun _ => (2 : ℂ)) := by
      ext i j
      rw [moment, sum_over_poles]
      fin_cases i
      fin_cases j
      norm_num [Fin.sum_univ_two]
    rw [h]
    exact Matrix.PosDef.diagonal (fun _ => by norm_num)
  · intro W d h1 h2
    have hW : ∀ k, moment W d k 0 0 = W 0 0 * (d 0 : ℂ) ^ k * star (W 0 0) := by
      intro k
      rw [moment, sum_over_poles, Fin.sum_univ_one]
    have m1 : moment !![(1 : ℂ), 1] ![-1, 1] 1 0 0 = 0 := by
      rw [moment, sum_over_poles]
      norm_num [Fin.sum_univ_two]
    have m2 : moment !![(1 : ℂ), 1] ![-1, 1] 2 0 0 = 2 := by
      rw [moment, sum_over_poles]
      norm_num [Fin.sum_univ_two]
    rw [← h1, hW] at m1
    rw [← h2, hW] at m2
    -- a vanishing first moment forces a vanishing second moment for a single pole
    have h : (2 : ℂ) = 0 := by linear_combination (d 0 : ℂ) * m1 - m2
    exact two_ne_zero h

end

end SelfEnergyCompression
```

```lean
#print axioms SelfEnergyCompression.high_frequency_expansion
-- 'SelfEnergyCompression.high_frequency_expansion' depends on axioms: [propext, Classical.choice, Quot.sound]
#print axioms SelfEnergyCompression.exists_compression
-- 'SelfEnergyCompression.exists_compression' depends on axioms: [propext, Classical.choice, Quot.sound]
#print axioms SelfEnergyCompression.hole_poles_stay_hole_poles
-- 'SelfEnergyCompression.hole_poles_stay_hole_poles' depends on axioms: [propext, Classical.choice, Quot.sound]
#print axioms SelfEnergyCompression.second_moment_not_conserved
-- 'SelfEnergyCompression.second_moment_not_conserved' depends on axioms: [propext, Classical.choice, Quot.sound]
```

## Couplings, poles and moments

The self-energy of \(n\) orbitals with \(m\) real poles \(e_l\) and complex couplings \(V\) (\(n\) by \(m\)) is

\[
\Sigma(z)=V\,\mathrm{diag}\!\left(\frac1{z-e_l}\right)V^*,\qquad M_k=V\,\mathrm{diag}(e_l^k)\,V^* .
\]

These are `selfEnergy V e z` and `moment V e k`; `Vᴴ` is the adjoint \(V^*\). In the opening example \(M_0=1+4=5\) and \(M_1=-3-4=-7\), so the single pole is \(d=M_1/M_0=-7/5\). The second moment changes from \(13\) to \(5\cdot(7/5)^2=49/5\).

`exists_compression` says that if \(M_0\) is positive definite and every \(e_l\) lies in \([a,b]\), there are \(n\) by \(n\) couplings \(W\) and \(n\) real poles \(d_j\in[a,b]\) with the same \(M_0\) and \(M_1\). `hole_poles_stay_hole_poles` concerns every such \(W,d\), however found: if all \(e_l<\mu\), then all \(d_j<\mu\).

Positive definiteness means that every non-zero combination of orbitals couples to some pole, which requires \(m\ge n\). Without it the second theorem fails: take \(n=m=1\), \(V=W=0\), \(e=0\), \(d=5\) and \(\mu=1\). All moments agree, yet \(d>\mu\).

## What the compression does to a Dyson equation

With finitely many poles and a static one-particle part, the Dyson equation is an eigenvalue problem of dimension \(n+m\); the compression reduces it to \(2n\) when \(m>n\), as an approximation that keeps only two moments of \(\Sigma\). The model has no static part and no continuum of poles.

Call the poles below the chemical potential \(\mu\) the hole part of \(\Sigma\) and those above it the particle part. If each part has a positive definite zeroth moment, compressing the two separately keeps each on its own side of \(\mu\); the Dyson equation then has dimension \(3n\) instead of \(2n\). Compressed together, poles at \(-1\) and \(1\) with equal non-zero couplings to one orbital merge into one pole at \(0\), in the middle of the gap between them.

The two moments govern high frequencies. Since \(z^2-e_l^2=(z-e_l)(z+e_l)\), each pole satisfies \(z^2/(z-e_l)=z+e_l+e_l^2/(z-e_l)\), and summing with the couplings gives `high_frequency_expansion`:

\[
z^2\Sigma(z)=zM_0+M_1+V\,\mathrm{diag}\!\left(\frac{e_l^2}{z-e_l}\right)V^* .
\]

## Building the new couplings

By the spectral theorem \(M_0=T\,\mathrm{diag}(\lambda)\,T^*\) with \(T\) unitary and all \(\lambda_i>0\). Put \(L=T\,\mathrm{diag}(\sqrt{\lambda})\), so that \(LL^*=M_0\) and \(L\) is invertible. The matrix \(L^{-1}M_1(L^{-1})^*\) is Hermitian and equals \(U\,\mathrm{diag}(d)\,U^*\) with \(U\) unitary and \(d\) real. With \(W=LU\),

\[
WW^*=LUU^*L^*=M_0,\qquad W\,\mathrm{diag}(d)\,W^*=L\,L^{-1}M_1(L^{-1})^*L^*=M_1 .
\]

The Lean proof follows these lines. `hermitian_as_moment` supplies both diagonalisations, `couplings_invertible` gives `X` as \(L^{-1}\), and `moment_mul_left` is the rule that \(V\to XV\) turns \(M_k\) into \(XM_kX^*\).

## Why the poles stay inside

Let \(W,d\) be any \(n\)-pole couplings and poles with the same \(M_0\) and \(M_1\). Since \(WW^*=M_0\) is positive definite, \(W\) is invertible; set \(Q=W^{-1}V\). For \(k=0,1\),

\[
Q\,\mathrm{diag}(e_l^k)\,Q^*=W^{-1}M_k(W^{-1})^*=\mathrm{diag}(d_j^k).
\]

The diagonal entries read

\[
\sum_l|Q_{jl}|^2=1,\qquad \sum_l|Q_{jl}|^2e_l=d_j .
\]

Each \(d_j\) is thus a weighted average of the \(e_l\) and lies in every convex set containing them. This is `poles_mem_of_moments_eq`: `key` derives both sums, using `sum_over_poles` to write out the entries, and `hC.sum_mem` applies convexity. The set \([a,b]\) gives the interval bound, and \((-\infty,\mu)\) gives the strict one.

## The second moment is lost in general

For one orbital with unit couplings to poles at \(-1\) and \(1\), \(M_1=0\) and \(M_2=2\). A single pole \(d\) with coupling \(w\) and the same first moment has \(|w|^2d=0\), hence \(|w|^2d^2=0\ne2\). The last `linear_combination` in `second_moment_not_conserved` is this multiplication by \(d\).
